# The squared eigenvalues of a dynamical matrix sum to $\sum_{i,j}\Phi_{ij}^2/(m_i m_j)$ for symmetric force constants and positive masses

## Question

A finite set of masses coupled by harmonic springs vibrates in normal modes, and to find the individual frequencies I diagonalise the dynamical matrix $D = M^{-1/2}\,\Phi\,M^{-1/2}$. Here $\Phi$ is the real symmetric matrix of force constants and $M$ is the diagonal matrix of the positive masses $m_i$. The sum of the fourth powers of the frequencies seems to need no diagonalisation at all. If $\lambda_j$ are the eigenvalues of $D$, I expect

$$\sum_j \lambda_j^2 = \sum_{i,j} \frac{\Phi_{ij}^2}{m_i m_j},$$

and for a stable system $\lambda_j = \omega_j^2$, so the left side is $\sum_j \omega_j^4$. I would like to see this made rigorous and checked by machine, including the link between $D$ and the equation of motion. How does that go?

## Answer

The identity holds as you state it. Both sides are the trace of $D^2$, evaluated once in the eigenbasis and once from the matrix entries.

### From the equation of motion to the trace of $D^2$

Let $u_i$ be the displacement along coordinate $i$. The equation of motion is $m_i \ddot u_i = -\sum_j \Phi_{ij} u_j$, and a motion proportional to $\cos\omega t$ turns it into $\Phi u = \lambda M u$ with $\lambda = \omega^2$.

Multiplying by a diagonal matrix on each side scales rows and columns, so

$$D_{ij} = \frac{\Phi_{ij}}{\sqrt{m_i}\sqrt{m_j}},$$

which is symmetric because $\Phi$ is. For the mass-weighted displacement $w_i = \sqrt{m_i}\,u_i$,

$$(Dw)_i = \sum_j \frac{\Phi_{ij}}{\sqrt{m_i}\sqrt{m_j}}\sqrt{m_j}\,u_j = \frac{(\Phi u)_i}{\sqrt{m_i}}.$$

Setting this equal to $\lambda w_i = \lambda\sqrt{m_i}\,u_i$ and multiplying by $\sqrt{m_i}$ gives $(\Phi u)_i = \lambda m_i u_i$. Every step is reversible, so the two eigenvalue problems are equivalent.

Next, let $A$ be any real symmetric matrix. Put its orthonormal eigenvectors into the columns of $U$ and its eigenvalues $\lambda_j$ into the diagonal matrix $\Lambda$. Then $AU = U\Lambda$, and by repetition $A^kU = U\Lambda^k$. Since $UU^T = U^TU = 1$ and the trace is cyclic,

$$\operatorname{tr}A^k = \operatorname{tr}(A^kUU^T) = \operatorname{tr}(U^TA^kU) = \operatorname{tr}\Lambda^k = \sum_j\lambda_j^k.$$

For $A = D$ and $k = 2$ the same trace follows from the entries:

$$\operatorname{tr}D^2 = \sum_{i,j}D_{ij}D_{ji} = \sum_{i,j}\frac{\Phi_{ij}\Phi_{ji}}{\sqrt{m_i}\sqrt{m_j}\sqrt{m_j}\sqrt{m_i}} = \sum_{i,j}\frac{\Phi_{ij}^2}{m_i m_j}.$$

This proves the identity. Three consequences follow.

- **Frequencies.** Suppose the harmonic energy $\tfrac12 x^T\Phi x$ is never negative. Then $y^TDy = (M^{-1/2}y)^T\,\Phi\,(M^{-1/2}y) \ge 0$ for every $y$, so each $\lambda_j \ge 0$. Hence $\omega_j = \sqrt{\lambda_j}$ is real and $\omega_j^4 = \lambda_j^2$.
- **A bound on each mode.** All terms $\lambda_j^2$ are non-negative, so no single one exceeds the double sum.
- **Two masses on a spring.** With $\Phi_{11} = \Phi_{22} = k$ and $\Phi_{12} = \Phi_{21} = -k$, where $k$ is now the stiffness, the double sum is
$$\frac{k^2}{m_1^2} + \frac{2k^2}{m_1m_2} + \frac{k^2}{m_2^2} = \left[k\left(\frac1{m_1}+\frac1{m_2}\right)\right]^2.$$
This agrees with the familiar spectrum: the uniform translation has $\lambda = 0$, and the stretching mode has $\lambda = k(1/m_1 + 1/m_2)$.

For a finite harmonic model, the identity gives a simple consistency check on computed phonon frequencies: the double sum needs only the force constants and masses. Agreement is necessary for a correct spectrum, but not sufficient.

### The Lean file

```lean
import Mathlib

open Matrix

namespace LatticeFourthMoment

noncomputable section

variable {n : Type*} [Fintype n] [DecidableEq n]

/-- The diagonal matrix `M^(-1/2)` of inverse square roots of the masses. -/
def invSqrtMass (m : n → ℝ) : Matrix n n ℝ :=
  Matrix.diagonal fun i => (√(m i))⁻¹

/-- The dynamical matrix `D = M^(-1/2) Φ M^(-1/2)` of a harmonic lattice. -/
def dynamicalMatrix (m : n → ℝ) (Φ : Matrix n n ℝ) : Matrix n n ℝ :=
  invSqrtMass m * Φ * invSqrtMass m

/-- Each entry of the dynamical matrix is a force constant divided by the square roots of
the two masses involved. -/
theorem dynamicalMatrix_apply (m : n → ℝ) (Φ : Matrix n n ℝ) (i j : n) :
    dynamicalMatrix m Φ i j = Φ i j / (√(m i) * √(m j)) := by
  rw [dynamicalMatrix, invSqrtMass, Matrix.mul_diagonal, Matrix.diagonal_mul,
    div_eq_mul_inv, mul_inv]
  ring

/-- Symmetric force constants give a Hermitian dynamical matrix. -/
theorem dynamicalMatrix_isHermitian (m : n → ℝ) {Φ : Matrix n n ℝ} (hΦ : Φ.IsSymm) :
    (dynamicalMatrix m Φ).IsHermitian := by
  ext i j
  rw [Matrix.conjTranspose_apply, star_trivial, dynamicalMatrix_apply,
    dynamicalMatrix_apply, hΦ.apply i j, mul_comm]

/-- The squared mode frequencies: the eigenvalues of the dynamical matrix, counted with
multiplicity. -/
def sqFreq (m : n → ℝ) {Φ : Matrix n n ℝ} (hΦ : Φ.IsSymm) : n → ℝ :=
  (dynamicalMatrix_isHermitian m hΦ).eigenvalues

/-- A displacement `u` solves the mode equation `Φ u = lam M u` exactly when the mass-weighted
displacement `M^(1/2) u` solves the eigenvalue equation of the dynamical matrix. -/
theorem mode_equation_iff {m : n → ℝ} (hm : ∀ i, 0 < m i) (Φ : Matrix n n ℝ)
    (lam : ℝ) (u : n → ℝ) :
    Φ *ᵥ u = (fun i => lam * (m i * u i)) ↔
      dynamicalMatrix m Φ *ᵥ (fun i => √(m i) * u i) = lam • (fun i => √(m i) * u i) := by
  have hs : ∀ i, √(m i) ≠ 0 := fun i => (Real.sqrt_pos.2 (hm i)).ne'
  -- the mass weighting cancels one of the two square roots
  have key : ∀ i, (dynamicalMatrix m Φ *ᵥ (fun i => √(m i) * u i)) i
      = (Φ *ᵥ u) i / √(m i) := by
    intro i
    simp only [Matrix.mulVec, dotProduct, dynamicalMatrix_apply, Finset.sum_div]
    refine Finset.sum_congr rfl fun j _ => ?_
    have hi := hs i
    have hj := hs j
    field_simp
  rw [funext_iff, funext_iff]
  refine forall_congr' fun i => ?_
  rw [key i, div_eq_iff (hs i)]
  change _ = lam * (m i * u i) ↔ _ = lam * (√(m i) * u i) * √(m i)
  have e : lam * (√(m i) * u i) * √(m i) = lam * (m i * u i) := by
    linear_combination lam * u i * Real.mul_self_sqrt (hm i).le
  rw [e]

/-- The trace of the `k`-th power of a real symmetric matrix is the sum of the `k`-th powers
of its eigenvalues. -/
theorem trace_pow_eq_sum_eigenvalues {A : Matrix n n ℝ} (hA : A.IsHermitian) (k : ℕ) :
    (A ^ k).trace = ∑ j, hA.eigenvalues j ^ k := by
  -- the columns of `U` are the orthonormal eigenvectors
  obtain ⟨U, hU⟩ : ∃ U : Matrix n n ℝ, ∀ i j, U i j = (hA.eigenvectorBasis j).ofLp i :=
    ⟨fun i j => (hA.eigenvectorBasis j).ofLp i, fun _ _ => rfl⟩
  have hAU : A * U = U * Matrix.diagonal hA.eigenvalues := by
    ext i j
    have h : ∑ l, A i l * (hA.eigenvectorBasis j).ofLp l
        = hA.eigenvalues j * (hA.eigenvectorBasis j).ofLp i :=
      congrFun (hA.mulVec_eigenvectorBasis j) i
    rw [Matrix.mul_diagonal, Matrix.mul_apply]
    simp only [hU]
    linear_combination h
  have hUU : Uᵀ * U = 1 := by
    ext i j
    have h := orthonormal_iff_ite.mp hA.eigenvectorBasis.orthonormal i j
    rw [Matrix.mul_apply, Matrix.one_apply, ← h, PiLp.inner_apply]
    refine Finset.sum_congr rfl fun l _ => ?_
    simp [hU, mul_comm]
  have hUU' : U * Uᵀ = 1 := mul_eq_one_comm.mp hUU
  have hpow : ∀ k : ℕ, A ^ k * U = U * Matrix.diagonal hA.eigenvalues ^ k := by
    intro k
    induction k with
    | zero => simp
    | succ k ih =>
      rw [pow_succ, mul_assoc, hAU, ← mul_assoc, ih, mul_assoc, ← pow_succ]
  -- cyclicity of the trace removes the change of basis
  calc (A ^ k).trace = (A ^ k * (U * Uᵀ)).trace := by rw [hUU', mul_one]
    _ = (Uᵀ * (A ^ k * U)).trace := by rw [← mul_assoc, Matrix.trace_mul_comm]
    _ = ∑ j, hA.eigenvalues j ^ k := by
      rw [hpow, ← mul_assoc, hUU, one_mul]
      simp [Matrix.diagonal_pow, Matrix.trace_diagonal]

/-- The trace of the squared dynamical matrix is the sum of all squared force constants, each
divided by the product of its two masses. -/
theorem trace_dynamicalMatrix_sq {m : n → ℝ} (hm : ∀ i, 0 < m i) {Φ : Matrix n n ℝ}
    (hΦ : Φ.IsSymm) :
    (dynamicalMatrix m Φ ^ 2).trace = ∑ i, ∑ j, Φ i j ^ 2 / (m i * m j) := by
  rw [pow_two, Matrix.trace]
  simp only [Matrix.diag_apply, Matrix.mul_apply, dynamicalMatrix_apply]
  refine Finset.sum_congr rfl fun i _ => Finset.sum_congr rfl fun j _ => ?_
  have hden : √(m i) * √(m j) * (√(m j) * √(m i)) = m i * m j := by
    linear_combination (√(m j) * √(m j)) * Real.mul_self_sqrt (hm i).le
      + m i * Real.mul_self_sqrt (hm j).le
  rw [hΦ.apply i j, div_mul_div_comm, hden, ← pow_two]

/-- The squares of the eigenvalues of the dynamical matrix sum to
`∑ i j, Φ i j ^ 2 / (m i * m j)`. -/
theorem sum_sqFreq_sq {m : n → ℝ} (hm : ∀ i, 0 < m i) {Φ : Matrix n n ℝ}
    (hΦ : Φ.IsSymm) :
    ∑ j, sqFreq m hΦ j ^ 2 = ∑ i, ∑ j, Φ i j ^ 2 / (m i * m j) := by
  rw [← trace_dynamicalMatrix_sq hm hΦ]
  exact (trace_pow_eq_sum_eigenvalues (dynamicalMatrix_isHermitian m hΦ) 2).symm

/-- For a lattice whose harmonic energy is never negative, the fourth powers of the mode
frequencies `ω = √lam` sum to `∑ i j, Φ i j ^ 2 / (m i * m j)`. -/
theorem fourth_frequency_moment {m : n → ℝ} (hm : ∀ i, 0 < m i) {Φ : Matrix n n ℝ}
    (hΦ : Φ.IsSymm) (hstable : ∀ x : n → ℝ, 0 ≤ x ⬝ᵥ Φ *ᵥ x) :
    ∑ j, √(sqFreq m hΦ j) ^ 4 = ∑ i, ∑ j, Φ i j ^ 2 / (m i * m j) := by
  have hH : Φ.IsHermitian := by
    rw [Matrix.IsHermitian, Matrix.conjTranspose_eq_transpose_of_trivial]
    exact hΦ
  have hP : Φ.PosSemidef :=
    Matrix.PosSemidef.of_dotProduct_mulVec_nonneg hH fun x => by simpa using hstable x
  -- stability passes from `Φ` to the dynamical matrix
  have hD : (dynamicalMatrix m Φ).PosSemidef := by
    have h := hP.mul_mul_conjTranspose_same (invSqrtMass m)
    have hS : (invSqrtMass m)ᴴ = invSqrtMass m := by
      rw [Matrix.conjTranspose_eq_transpose_of_trivial, invSqrtMass,
        Matrix.diagonal_transpose]
    rw [hS] at h
    exact h
  rw [← sum_sqFreq_sq hm hΦ]
  refine Finset.sum_congr rfl fun j _ => ?_
  have h0 : 0 ≤ sqFreq m hΦ j := hD.eigenvalues_nonneg j
  calc √(sqFreq m hΦ j) ^ 4 = (√(sqFreq m hΦ j) ^ 2) ^ 2 := by ring
    _ = sqFreq m hΦ j ^ 2 := by rw [Real.sq_sqrt h0]

/-- The square of each single eigenvalue of the dynamical matrix is at most
`∑ i j, Φ i j ^ 2 / (m i * m j)`. -/
theorem sqFreq_sq_le {m : n → ℝ} (hm : ∀ i, 0 < m i) {Φ : Matrix n n ℝ}
    (hΦ : Φ.IsSymm) (l : n) :
    sqFreq m hΦ l ^ 2 ≤ ∑ i, ∑ j, Φ i j ^ 2 / (m i * m j) := by
  rw [← sum_sqFreq_sq hm hΦ]
  exact Finset.single_le_sum (f := fun j => sqFreq m hΦ j ^ 2)
    (fun j _ => sq_nonneg _) (Finset.mem_univ l)

/-- The force constants of two masses on a line joined by a spring of stiffness `k`. -/
def springMatrix (k : ℝ) : Matrix (Fin 2) (Fin 2) ℝ := !![k, -k; -k, k]

/-- The force-constant matrix of the two-mass spring is symmetric. -/
theorem springMatrix_isSymm (k : ℝ) : (springMatrix k).IsSymm := by
  ext i j
  fin_cases i <;> fin_cases j <;> simp [springMatrix]

/-- For two masses joined by a spring, the squared eigenvalues of the dynamical matrix sum to
the square of `k (1/m₁ + 1/m₂)`. -/
theorem diatomic_sum_sqFreq_sq (k : ℝ) {m₁ m₂ : ℝ} (h₁ : 0 < m₁) (h₂ : 0 < m₂) :
    ∑ j, sqFreq ![m₁, m₂] (springMatrix_isSymm k) j ^ 2 = (k * (1 / m₁ + 1 / m₂)) ^ 2 := by
  have hm : ∀ i, 0 < ![m₁, m₂] i := by
    intro i
    fin_cases i <;> simp [h₁, h₂]
  rw [sum_sqFreq_sq hm]
  simp [springMatrix, Fin.sum_univ_two]
  ring

end

end LatticeFourthMoment
```

```lean
#print axioms LatticeFourthMoment.trace_dynamicalMatrix_sq
#print axioms LatticeFourthMoment.fourth_frequency_moment
#print axioms LatticeFourthMoment.sqFreq_sq_le
#print axioms LatticeFourthMoment.diatomic_sum_sqFreq_sq
```

```
'LatticeFourthMoment.trace_dynamicalMatrix_sq' depends on axioms: [propext, Classical.choice, Quot.sound]
'LatticeFourthMoment.fourth_frequency_moment' depends on axioms: [propext, Classical.choice, Quot.sound]
'LatticeFourthMoment.sqFreq_sq_le' depends on axioms: [propext, Classical.choice, Quot.sound]
'LatticeFourthMoment.diatomic_sum_sqFreq_sq' depends on axioms: [propext, Classical.choice, Quot.sound]
```

### What the theorems say about the lattice

The type `n` labels the coordinates and may be any finite type. The function `m : n → ℝ` gives one mass per coordinate, so an atom moving in three dimensions takes three labels with the same mass. The matrix `Φ` holds the force constants. Its symmetry, `hΦ : Φ.IsSymm`, is assumed; physically it comes from $\Phi$ being the matrix of second derivatives of a smooth potential energy. The hypothesis `hm` says that every mass is positive.

`dynamicalMatrix m Φ` is literally the product $M^{-1/2}\Phi M^{-1/2}$. `sqFreq m hΦ` lists its eigenvalues with multiplicity, and these are squared frequencies, not frequencies. The theorem `mode_equation_iff` justifies that reading, since it makes $\Phi u = \lambda M u$ equivalent to the eigenvalue equation of $D$ for the mass-weighted displacement.

The main theorem, `sum_sqFreq_sq`, is the identity in your question. It needs no stability: a negative eigenvalue, which signals an unstable direction, contributes its square like any other.

`fourth_frequency_moment` is the version with frequencies, and it adds `hstable`, the condition $x^T\Phi x \ge 0$ for all $x$. Zero modes such as rigid translations are allowed. The condition matters because Lean's real square root returns 0 for negative numbers, so an unstable mode would drop out of the left side while still counting on the right. The moment here is a plain sum over modes; an average requires division by the number of coordinates.

The bound is `sqFreq_sq_le`, and the two-mass spring is `diatomic_sum_sqFreq_sq`, which holds for any real stiffness `k`.

The model is classical, harmonic and finite, with real force constants. A finite cluster or a periodic supercell treated as one finite system fits it. The complex Hermitian dynamical matrix at a general wavevector of a crystal does not, and neither do anharmonic shifts or the limit of infinitely many atoms.

### How the proof follows the calculation

`dynamicalMatrix_apply` computes the entries of $D$, and `dynamicalMatrix_isHermitian` reads off the symmetry from them. For real matrices, Hermitian and symmetric mean the same thing.

In `mode_equation_iff`, the step `key` is the formula $(Dw)_i = (\Phi u)_i/\sqrt{m_i}$. There `field_simp` cancels $\sqrt{m_j}$ inside the sum, which is allowed because positive masses have non-zero roots. The rest compares the two equations coordinate by coordinate, using $\sqrt{m_i}\sqrt{m_i} = m_i$.

`trace_pow_eq_sum_eigenvalues` carries out the spectral argument for every real symmetric matrix and every natural power. It builds `U` from Mathlib's orthonormal eigenvector basis. The step `hAU` is $AU = U\Lambda$, `hUU` is orthonormality of the columns, and `hUU'` turns $U^TU = 1$ into $UU^T = 1$, which is valid because `U` is square. Induction on `k` gives `hpow`, that is, $A^kU = U\Lambda^k$. The closing `calc` block inserts $UU^T$ and uses cyclicity of the trace.

`trace_dynamicalMatrix_sq` is the evaluation from the entries. Its step `hden` collapses the four square roots to $m_i m_j$, and `hΦ.apply i j` replaces $\Phi_{ji}$ by $\Phi_{ij}$. The main theorem then equates the two expressions for the trace.

For the frequency version, `mul_mul_conjTranspose_same` carries positive semidefiniteness from $\Phi$ to $M^{-1/2}\Phi M^{-1/2}$, as in the calculation with $y^TDy$. The eigenvalues are therefore non-negative, and `Real.sq_sqrt` gives $(\sqrt{\lambda_j})^4 = \lambda_j^2$ term by term. The single-mode bound uses `Finset.single_le_sum`, which says that one term of a non-negative sum is at most the whole. The spring example substitutes the four entries into the main theorem, and `ring` recognises the perfect square.
